# Local potentials that keep a given occupied space invariant in a finite basis form an affine space when occupied–virtual products are independent

Suppose two optimized effective potential (OEP) calculations in the same finite basis arrive at the same occupied space but return visibly different local potentials. Anyone who expects a unique potential up to a constant may look for a bug, or read physics into the wiggles of one curve. Both potentials may satisfy the condition imposed on them. For fixed orbitals on a finite grid, the freedom can be counted.

## Counting potentials by rank

Take $M$ grid points $x$, $N$ occupied real orbitals $\varphi_i$ and $V$ virtual ones $\varphi_a$; $p,q$ label either kind. A potential $v$ has matrix elements $V_{pq}(v)=\sum_x\varphi_p(x)v(x)\varphi_q(x)$. Let the symmetric matrix $h$ hold the rest of the one-electron Hamiltonian in the orbital basis, and let $P$ be diagonal, with ones on occupied and zeros on virtual orbitals. We require $A=h+V(v)$ to commute with $P$, and call this the finite-basis OEP condition. For orthonormal orbitals it asks only that the Hamiltonian $A$, restricted to the orbital basis, keep the given occupied space invariant; a full OEP calculation also makes the energy stationary with respect to the potential.

Since $(PA)_{ia}=A_{ia}$ and $(AP)_{ia}=0$, commutation forces $A_{ia}=0$. Conversely, if every $A_{ia}$ vanishes, so does $A_{ai}$ by symmetry; $A$ is then block diagonal and commutes with $P$. With $B_{ia,x}=\varphi_i(x)\varphi_a(x)$, the condition becomes

$$(Bv)_{ia}=-h_{ia}.$$

Assume that the $NV$ rows of $B$ are linearly independent. Then $B$ has rank $NV$ and maps onto $\mathbb R^{NV}$, so a solution $w$ exists. Another potential $v$ is a solution exactly when $B(v-w)=0$. The solutions therefore form the affine space $w+\ker B$, of dimension $M-NV$.

If the orbitals are orthonormal, $(B\mathbf 1)_{ia}=\sum_x\varphi_i(x)\varphi_a(x)=0$, so constants lie in $\ker B$. For $M\ge1$ they form a line, and $\ker B$ contains a nonconstant $u$ exactly when $M-NV>1$. In that case $w$ and $w+u$ are two solutions with a nonconstant difference. For $M=0$ there is no such pair, and $M>NV+1$ fails too.

The smallest orthonormal case with both kinds of orbital is $N=V=1$, $M=2$, with $\varphi_i=(1,1)/\sqrt2$ and $\varphi_a=(1,-1)/\sqrt2$. The condition reads $v(1)-v(2)=-2h_{ia}$, which fixes the potential up to a constant.

## Orbitals and potentials as matrices

The finite types `X`, `ι` and `κ` label grid points, occupied orbitals and virtual orbitals.

In Lean 4 with Mathlib:

```lean
import Mathlib

open Matrix Module

namespace FiniteBasisOEP

noncomputable section

variable {X ι κ : Type*} [Fintype X] [Fintype ι] [Fintype κ] [DecidableEq ι] [DecidableEq κ]
```

Orthonormality uses the plain dot product. Positive quadrature weights can be absorbed into the orbitals through their square roots.

```lean
/-- The real orbitals `φ p` are orthonormal on the grid; `ι` labels occupied and `κ` virtual
orbitals. -/
def IsOrthonormal (φ : ι ⊕ κ → X → ℝ) : Prop :=
  ∀ p q, φ p ⬝ᵥ φ q = if p = q then 1 else 0

/-- The matrix of the local potential `v` in the orbital basis. -/
def potentialMatrix (φ : ι ⊕ κ → X → ℝ) (v : X → ℝ) : Matrix (ι ⊕ κ) (ι ⊕ κ) ℝ :=
  Matrix.of fun p q => ∑ x, φ p x * v x * φ q x

/-- The diagonal matrix with ones on occupied and zeros on virtual orbitals. For orthonormal
orbitals it represents the orthogonal projector onto the occupied space. -/
def occProjector (ι κ : Type*) [DecidableEq ι] [DecidableEq κ] : Matrix (ι ⊕ κ) (ι ⊕ κ) ℝ :=
  Matrix.diagonal (Sum.elim (fun _ => 1) (fun _ => 0))
```

The matrix `h` stands for the rest of the one-electron Hamiltonian and is held fixed. For orthonormal orbitals, `IsOEP` says that the occupied space is invariant within the orbital basis. It minimises no energy, imposes no self-consistency and does not require the occupied orbitals to be lowest in energy.

```lean
/-- The potential `v` solves the finite-basis OEP condition for `h`: the Hamiltonian `h + V(v)`
commutes with the occupied projector. -/
def IsOEP (φ : ι ⊕ κ → X → ℝ) (h : Matrix (ι ⊕ κ) (ι ⊕ κ) ℝ) (v : X → ℝ) : Prop :=
  Commute (h + potentialMatrix φ v) (occProjector ι κ)
```

Next come $B$ and its kernel. "Invisible" refers to the occupied–virtual block only; such a potential may still change the other blocks, and with them the orbital energies.

```lean
/-- The occupied-virtual orbital products on the grid, one row for each pair. -/
def ovProduct (φ : ι ⊕ κ → X → ℝ) : Matrix (ι × κ) X ℝ :=
  Matrix.of fun p x => φ (Sum.inl p.1) x * φ (Sum.inr p.2) x

/-- The invisible potentials: those whose occupied-virtual matrix elements all vanish. -/
def invisible (φ : ι ⊕ κ → X → ℝ) : Submodule ℝ (X → ℝ) :=
  LinearMap.ker (ovProduct φ).mulVecLin
```

## From commutation to a linear system

The first lemma reads off the $(i,a)$ entry of the commutator in one direction and checks all four blocks in the other.

```lean
/-- A symmetric matrix commutes with the occupied projector exactly when its occupied-virtual
block vanishes. -/
theorem commute_occProjector_iff {A : Matrix (ι ⊕ κ) (ι ⊕ κ) ℝ} (hA : A.IsSymm) :
    Commute A (occProjector ι κ) ↔ ∀ i a, A (Sum.inl i) (Sum.inr a) = 0 := by
  constructor
  · intro hc i a
    have e := congrFun (congrFun hc.eq (Sum.inl i)) (Sum.inr a)
    simp only [occProjector, Matrix.mul_diagonal, Matrix.diagonal_mul, Sum.elim_inl,
      Sum.elim_inr] at e
    linarith
  · intro h0
    have h1 : ∀ i a, A (Sum.inr a) (Sum.inl i) = 0 := fun i a =>
      (hA.apply _ _).trans (h0 i a)
    show A * occProjector ι κ = occProjector ι κ * A
    ext p q
    rcases p with i | a <;> rcases q with j | b <;>
      simp [occProjector, Matrix.mul_diagonal, Matrix.diagonal_mul, h0, h1]
```

Applied to $h+V(v)$, it gives $(Bv)_{ia}=-h_{ia}$. Here `hV` supplies the symmetry of $V(v)$, and `he` identifies $Bv$ with its occupied–virtual block.

```lean
/-- For symmetric `h`, the OEP condition is a linear system for `v`: its occupied-virtual matrix
elements must cancel those of `h`. -/
theorem isOEP_iff {φ : ι ⊕ κ → X → ℝ} {h : Matrix (ι ⊕ κ) (ι ⊕ κ) ℝ} (hh : h.IsSymm)
    (v : X → ℝ) :
    IsOEP φ h v ↔ ovProduct φ *ᵥ v = fun p => -h (Sum.inl p.1) (Sum.inr p.2) := by
  have hV : (potentialMatrix φ v).IsSymm := Matrix.IsSymm.ext fun p q => by
    simp only [potentialMatrix, Matrix.of_apply]
    exact Finset.sum_congr rfl fun x _ => by ring
  have he : ∀ i a, (ovProduct φ *ᵥ v) (i, a)
      = potentialMatrix φ v (Sum.inl i) (Sum.inr a) := by
    intro i a
    simp only [ovProduct, potentialMatrix, Matrix.mulVec, dotProduct, Matrix.of_apply]
    exact Finset.sum_congr rfl fun x _ => by ring
  unfold IsOEP
  rw [commute_occProjector_iff (hh.add hV)]
  constructor
  · intro H
    funext ⟨i, a⟩
    have e := H i a
    rw [Matrix.add_apply] at e
    show _ = -h (Sum.inl i) (Sum.inr a)
    rw [he]
    linarith
  · intro H i a
    have e : potentialMatrix φ v (Sum.inl i) (Sum.inr a) = -h (Sum.inl i) (Sum.inr a) :=
      (he i a).symm.trans (congrFun H (i, a))
    rw [Matrix.add_apply, e]
    ring
```

Subtracting the equations for two solutions leaves the homogeneous one.

```lean
/-- For symmetric `h` and a given OEP solution `w`, a potential `v` is also a solution exactly
when `v - w` is invisible. -/
theorem isOEP_iff_sub_mem {φ : ι ⊕ κ → X → ℝ} {h : Matrix (ι ⊕ κ) (ι ⊕ κ) ℝ}
    (hh : h.IsSymm) {v w : X → ℝ} (hw : IsOEP φ h w) :
    IsOEP φ h v ↔ v - w ∈ invisible φ := by
  rw [isOEP_iff hh] at hw ⊢
  rw [invisible, LinearMap.mem_ker, map_sub, sub_eq_zero, Matrix.mulVecLin_apply,
    Matrix.mulVecLin_apply, hw]
```

## Dimension and nonconstant differences

Rank–nullity gives the dimension of the kernel, written as a sum: $\dim\ker B+NV=M$.

```lean
omit [DecidableEq ι] [DecidableEq κ] in
/-- If the occupied-virtual products are linearly independent, the dimension of the space of
invisible potentials and the number of occupied-virtual pairs add up to the number of grid
points. -/
theorem finrank_invisible {φ : ι ⊕ κ → X → ℝ} (hli : LinearIndependent ℝ (ovProduct φ).row) :
    finrank ℝ (invisible φ) + Fintype.card ι * Fintype.card κ = Fintype.card X := by
  have h1 := LinearMap.finrank_range_add_finrank_ker (ovProduct φ).mulVecLin
  have h2 : finrank ℝ (LinearMap.range (ovProduct φ).mulVecLin) = Fintype.card (ι × κ) :=
    hli.rank_matrix
  rw [h2, Fintype.card_prod, Module.finrank_fintype_fun_eq_card] at h1
  unfold invisible
  linarith
```

The affine space `S` contains exactly the OEP potentials. In the proof, `hr` is surjectivity of $B$, which supplies `w`; `S` is then the translate of the kernel through `w`. Orthonormality is not assumed; without it, `occProjector` need not represent the orthogonal projector onto the occupied space.

```lean
/-- For symmetric `h` and linearly independent occupied-virtual products, the OEP potentials form
a nonempty affine space of dimension `M - N V`, for `M` grid points, `N` occupied and `V` virtual
orbitals. -/
theorem oep_affine_space {φ : ι ⊕ κ → X → ℝ} {h : Matrix (ι ⊕ κ) (ι ⊕ κ) ℝ}
    (hh : h.IsSymm) (hli : LinearIndependent ℝ (ovProduct φ).row) :
    ∃ S : AffineSubspace ℝ (X → ℝ), (∀ v, v ∈ S ↔ IsOEP φ h v) ∧ (∃ v, v ∈ S) ∧
      finrank ℝ S.direction + Fintype.card ι * Fintype.card κ = Fintype.card X := by
  -- full row rank makes the linear system solvable
  have hr : LinearMap.range (ovProduct φ).mulVecLin = ⊤ :=
    Submodule.eq_top_of_finrank_eq (by
      rw [Module.finrank_fintype_fun_eq_card]
      exact hli.rank_matrix)
  obtain ⟨w, hw⟩ := LinearMap.range_eq_top.mp hr fun p => -h (Sum.inl p.1) (Sum.inr p.2)
  have hw' : IsOEP φ h w := (isOEP_iff hh w).mpr hw
  refine ⟨AffineSubspace.mk' w (invisible φ), fun v => ?_,
    ⟨w, AffineSubspace.self_mem_mk' _ _⟩, ?_⟩
  · rw [AffineSubspace.mem_mk', vsub_eq_sub, isOEP_iff_sub_mem hh hw']
  · rw [AffineSubspace.direction_mk']
    exact finrank_invisible hli
```

With orthonormality added, `hone` places the constants in the kernel. A nonconstant difference makes their span a proper subspace, which forces the dimension above one. Conversely, a larger dimension yields an invisible `u` outside that span, and the pair is `w + u` and `w`.

```lean
/-- For orthonormal orbitals with linearly independent occupied-virtual products and symmetric
`h`, two OEP potentials with a nonconstant difference exist exactly when `M > N V + 1`. -/
theorem exists_nonconstant_difference_iff {φ : ι ⊕ κ → X → ℝ}
    {h : Matrix (ι ⊕ κ) (ι ⊕ κ) ℝ} (ho : IsOrthonormal φ) (hh : h.IsSymm)
    (hli : LinearIndependent ℝ (ovProduct φ).row) :
    (∃ v w, IsOEP φ h v ∧ IsOEP φ h w ∧ ¬ ∃ c, ∀ x, v x - w x = c) ↔
      Fintype.card ι * Fintype.card κ + 1 < Fintype.card X := by
  have hdim := finrank_invisible hli
  -- orthogonality makes the constant potential invisible
  have hone : (fun _ : X => (1 : ℝ)) ∈ invisible φ := by
    rw [invisible, LinearMap.mem_ker, Matrix.mulVecLin_apply]
    funext ⟨i, a⟩
    have e := ho (Sum.inl i) (Sum.inr a)
    simpa [ovProduct, Matrix.mulVec, dotProduct] using e
  have hle : Submodule.span ℝ {fun _ : X => (1 : ℝ)} ≤ invisible φ := by
    rw [Submodule.span_le, Set.singleton_subset_iff]
    exact hone
  have hC : Nonempty X → finrank ℝ (Submodule.span ℝ {fun _ : X => (1 : ℝ)}) = 1 := by
    rintro ⟨x⟩
    exact finrank_span_singleton fun e => one_ne_zero (congrFun e x)
  constructor
  · rintro ⟨v, w, hv, hw, hne⟩
    have hX : Nonempty X := by
      by_contra hX
      exact hne ⟨0, fun x => (hX ⟨x⟩).elim⟩
    -- the constants are a proper subspace of the invisible potentials
    have hlt : Submodule.span ℝ {fun _ : X => (1 : ℝ)} < invisible φ := by
      refine lt_of_le_of_ne hle fun e => hne ?_
      have hm := (isOEP_iff_sub_mem hh hw).mp hv
      rw [← e, Submodule.mem_span_singleton] at hm
      obtain ⟨c, hc⟩ := hm
      exact ⟨c, fun x => by simpa using (congrFun hc x).symm⟩
    have := Submodule.finrank_lt_finrank_of_lt hlt
    rw [hC hX] at this
    linarith
  · intro hM
    have hX : Nonempty X := Fintype.card_pos_iff.mp (lt_of_le_of_lt (Nat.zero_le _) hM)
    -- a space of dimension above one contains more than the constants
    have hnot : ¬ invisible φ ≤ Submodule.span ℝ {fun _ : X => (1 : ℝ)} := by
      intro hsub
      have hf : finrank ℝ (invisible φ) ≤
          finrank ℝ (Submodule.span ℝ {fun _ : X => (1 : ℝ)}) := Submodule.finrank_mono hsub
      rw [hC hX] at hf
      linarith
    obtain ⟨u, hu, huC⟩ := SetLike.not_le_iff_exists.mp hnot
    obtain ⟨S, hS, ⟨w, hwS⟩, -⟩ := oep_affine_space hh hli
    have hw := (hS w).mp hwS
    refine ⟨w + u, w, (isOEP_iff_sub_mem hh hw).mpr (by simpa using hu), hw, ?_⟩
    rintro ⟨c, hc⟩
    refine huC (Submodule.mem_span_singleton.mpr ⟨c, ?_⟩)
    funext x
    simpa using (hc x).symm
```

## A four-point grid with a nonconstant freedom

Here $N=1$, $V=2$ and $M=4>3$.

```lean
/-- One occupied and two virtual orbitals on a grid of four points. -/
def fourPointOrbitals : Fin 1 ⊕ Fin 2 → Fin 4 → ℝ :=
  Sum.elim (fun _ => ![1/2, 1/2, 1/2, 1/2])
    ![![1/2, 1/2, -1/2, -1/2], ![1/2, -1/2, 1/2, -1/2]]
```

The products are $(1,1,-1,-1)/4$ and $(1,-1,1,-1)/4$. Their first two entries already force both coefficients of a vanishing combination to be zero. The equivalence therefore applies for every symmetric `h`; adding a nonzero multiple of $(1,-1,-1,1)$ to a solution gives another.

```lean
/-- The four-point orbitals are orthonormal and their occupied-virtual products are linearly
independent. -/
theorem fourPointOrbitals_witness :
    IsOrthonormal fourPointOrbitals ∧
      LinearIndependent ℝ (ovProduct fourPointOrbitals).row := by
  constructor
  · rintro (i | i) (j | j) <;> fin_cases i <;> fin_cases j <;>
      simp [fourPointOrbitals, dotProduct, Fin.sum_univ_succ] <;> norm_num
  · rw [Fintype.linearIndependent_iff]
    intro g hg
    -- the first two grid points already determine both coefficients
    have h0 := congrFun hg 0
    have h1 := congrFun hg 1
    simp [Fintype.sum_prod_type, Fin.sum_univ_succ, Matrix.row, ovProduct,
      fourPointOrbitals] at h0 h1
    have a0 : g (0, 0) = 0 := by linarith
    have a1 : g (0, 1) = 0 := by linarith
    rintro ⟨i, a⟩
    fin_cases i
    fin_cases a
    · exact a0
    · exact a1

end

end FiniteBasisOEP
```

```lean
#print axioms FiniteBasisOEP.oep_affine_space
#print axioms FiniteBasisOEP.exists_nonconstant_difference_iff
```

```
'FiniteBasisOEP.oep_affine_space' depends on axioms: [propext, Classical.choice, Quot.sound]
'FiniteBasisOEP.exists_nonconstant_difference_iff' depends on axioms: [propext, Classical.choice, Quot.sound]
```
